# Integrating two electron propagators over relative energy gives zero for mixed-sign pairs

In the ladder approximation for two electrons with an instantaneous interaction, the relative energy can be integrated out before any matrix is built. Each pair of Dirac states then enters with one energy denominator and a weight: $+1$ for two positive energies, $-1$ for two negative ones, $0$ for mixed signs. This is derived below for finitely many pairs of non-interacting Feynman propagators, with coefficients independent of the relative energy.

```lean
import Mathlib

open Complex MeasureTheory Filter Topology ComplexConjugate

namespace SalpeterReduction

noncomputable section
```

These lines load Mathlib and its notation: `I` is $i$, and `conj` is complex conjugation.

## Two propagators and their poles

```lean
/-- Propagator of an electron state of Dirac energy `e` at frequency `ω`, with its pole moved to
`e (1 - iη)`; this is the Feynman prescription when `η > 0`. For `η ≠ 0` and `e ≠ 0` the pole is off
the real axis. -/
def propagator (η e ω : ℝ) : ℂ := 1 / ((ω : ℂ) - e * (1 - I * η))
```

With $\hbar=1$, a state of Dirac energy $e$ has the propagator
$$S_e(\omega)=\frac{1}{\omega-e(1-i\eta)}.$$
For $\eta>0$ this is the Feynman prescription: positive-energy states propagate forward in time, negative-energy states backward. The notation `(ω : ℂ)` reads a real number as a complex one.

```lean
/-- Pole of the first electron's propagator in the relative energy. -/
def firstPole (η e E : ℝ) : ℂ := e * (1 - I * η) - E / 2
```

The electrons carry energies $E/2+\varepsilon$ and $E/2-\varepsilon$, where $E$ is the total energy and $\varepsilon$ the relative energy. The first propagator has its pole at $p=e(1-i\eta)-E/2$, with imaginary part $-e\eta$.

```lean
/-- Pole of the second electron's propagator in the relative energy. -/
def secondPole (η f E : ℝ) : ℂ := E / 2 - f * (1 - I * η)
```

The second, for Dirac energy $f$, has its pole at $q=E/2-f(1-i\eta)$, with imaginary part $+f\eta$. Energies of equal sign therefore put the poles on opposite sides of the real axis, and mixed signs put them on the same side.

```lean
/-- Weight of a pair state: `1` if both energies are positive, `-1` if both are negative,
and `0` otherwise. -/
def pairSign (e f : ℝ) : ℂ :=
  if 0 < e ∧ 0 < f then 1 else if e < 0 ∧ f < 0 then -1 else 0
```

This is the weight $s(e,f)$ described at the start.

## Integrals over the real line

```lean
/-- A pole off the real axis is never met by a real energy. -/
theorem real_sub_ne_zero {z : ℂ} (hz : z.im ≠ 0) (x : ℝ) : (x : ℂ) - z ≠ 0 := by
  intro h
  apply hz
  have := congrArg Complex.im h
  simpa using this
```

If $\operatorname{Im}z\neq0$, then $x-z$ has a nonzero imaginary part for every real $x$, so it cannot vanish.

```lean
/-- A product of two simple poles off the real axis is integrable over all real energies. -/
theorem integrable_two_poles {z w : ℂ} (hz : z.im ≠ 0) (hw : w.im ≠ 0) :
    Integrable (fun x : ℝ => 1 / (((x : ℂ) - z) * ((x : ℂ) - w))) := by
  -- each squared pole is a Lorentzian
  have key : ∀ v : ℂ, v.im ≠ 0 → Integrable (fun x : ℝ => (‖(x : ℂ) - v‖ ^ 2)⁻¹) := by
    intro v hv
    have h := ((integrable_inv_one_add_sq.comp_div hv).comp_sub_right v.re).const_mul
      ((v.im ^ 2)⁻¹)
    refine h.congr (Eventually.of_forall fun x => ?_)
    show (v.im ^ 2)⁻¹ * (1 + ((x - v.re) / v.im) ^ 2)⁻¹ = (‖(x : ℂ) - v‖ ^ 2)⁻¹
    have hn : ‖(x : ℂ) - v‖ ^ 2 = (x - v.re) ^ 2 + v.im ^ 2 := by
      rw [Complex.sq_norm, Complex.normSq_apply]
      simp only [Complex.sub_re, Complex.sub_im, Complex.ofReal_re, Complex.ofReal_im]
      ring
    have ht : v.im * ((x - v.re) / v.im) = x - v.re := by field_simp
    rw [hn, ← mul_inv]
    congr 1
    linear_combination (v.im * ((x - v.re) / v.im) + (x - v.re)) * ht
  refine ((key z hz).add (key w hw)).mono' ?_ (Eventually.of_forall fun x => ?_)
  · exact (Continuous.div continuous_const (by fun_prop) (fun x =>
      mul_ne_zero (real_sub_ne_zero hz x) (real_sub_ne_zero hw x))).aestronglyMeasurable
  · show ‖1 / (((x : ℂ) - z) * ((x : ℂ) - w))‖
      ≤ (‖(x : ℂ) - z‖ ^ 2)⁻¹ + (‖(x : ℂ) - w‖ ^ 2)⁻¹
    rw [norm_div, norm_one, norm_mul, one_div, mul_inv]
    simp only [← inv_pow]
    nlinarith [sq_nonneg (‖(x : ℂ) - z‖⁻¹ - ‖(x : ℂ) - w‖⁻¹),
      sq_nonneg (‖(x : ℂ) - z‖⁻¹ + ‖(x : ℂ) - w‖⁻¹)]
```

The integrand is bounded by two Lorentzians:
$$\frac{1}{|x-z||x-w|}\le\frac{1}{|x-z|^2}+\frac{1}{|x-w|^2},\qquad |x-z|^2=(x-\operatorname{Re}z)^2+(\operatorname{Im}z)^2.$$
Each is a shifted and scaled copy of $1/(1+x^2)$, hence integrable.

```lean
/-- For `z` off the real axis and `c`, `-c` off the branch cut, `log (c (x - z)) - log |x|`
tends to `log c` as `x → ∞` and to `log (-c)` as `x → -∞`. -/
theorem log_asymptotics {c z : ℂ} (hc : c ∈ slitPlane) (hc' : -c ∈ slitPlane)
    (hz : z.im ≠ 0) :
    Tendsto (fun x : ℝ => Complex.log (c * ((x : ℂ) - z)) - (Real.log x : ℂ)) atTop
      (𝓝 (Complex.log c)) ∧
    Tendsto (fun x : ℝ => Complex.log (c * ((x : ℂ) - z)) - (Real.log x : ℂ)) atBot
      (𝓝 (Complex.log (-c))) := by
  have key : ∀ c z : ℂ, c ∈ slitPlane → z.im ≠ 0 →
      Tendsto (fun x : ℝ => Complex.log (c * ((x : ℂ) - z)) - (Real.log x : ℂ)) atTop
        (𝓝 (Complex.log c)) := by
    intro c z hc hz
    have h0 := (Complex.continuous_ofReal.tendsto 0).comp (tendsto_inv_atTop_zero (𝕜 := ℝ))
    rw [Complex.ofReal_zero] at h0
    have h1 : Tendsto (fun x : ℝ => c * (1 - z * ((x⁻¹ : ℝ) : ℂ))) atTop (𝓝 c) := by
      have h2 := ((h0.const_mul z).const_sub 1).const_mul c
      rw [mul_zero, sub_zero, mul_one] at h2
      exact h2
    refine (h1.clog hc).congr' ?_
    filter_upwards [eventually_gt_atTop 0] with x hx
    have hx' : (x : ℂ) ≠ 0 := by exact_mod_cast hx.ne'
    have hi : (x : ℂ) * (x : ℂ)⁻¹ = 1 := mul_inv_cancel₀ hx'
    have e : c * ((x : ℂ) - z) = (x : ℂ) * (c * (1 - z * ((x⁻¹ : ℝ) : ℂ))) := by
      rw [Complex.ofReal_inv]
      linear_combination c * z * hi
    have hne : c * (1 - z * ((x⁻¹ : ℝ) : ℂ)) ≠ 0 := by
      intro h
      rw [h, mul_zero] at e
      exact mul_ne_zero (slitPlane_ne_zero hc) (real_sub_ne_zero hz x) e
    rw [e, Complex.log_ofReal_mul hx hne]
    ring
  refine ⟨key c z hc hz, ?_⟩
  -- the other end of the line follows by reflection
  have h := (key (-c) (-z) hc' (by simpa using hz)).comp tendsto_neg_atBot_atTop
  refine h.congr fun x => ?_
  show Complex.log (-c * (((-x : ℝ) : ℂ) - -z)) - (Real.log (-x) : ℂ) = _
  rw [Real.log_neg_eq_log,
    show -c * (((-x : ℝ) : ℂ) - -z) = c * ((x : ℂ) - z) by push_cast; ring]
```

For $x>0$,
$$\log\big(c(x-z)\big)-\log x=\log\big(c(1-z/x)\big)\to\log c.$$
Replacing $x,z,c$ by their negatives gives the limit $\log(-c)$ at the other end. Lean's `Real.log x` means $\log|x|$ for negative $x$. `Tendsto` expresses a limit, with `atTop` and `atBot` standing for $+\infty$ and $-\infty$.

```lean
/-- The integral over two distinct poles off the real axis, in terms of logarithms rotated by
`a` and `b` so that no branch cut is met on the real line or at its ends. -/
theorem integral_eq_logs {a b z w : ℂ} (hzw : z ≠ w) (hz : z.im ≠ 0) (hw : w.im ≠ 0)
    (ha : a ∈ slitPlane) (ha' : -a ∈ slitPlane) (hb : b ∈ slitPlane) (hb' : -b ∈ slitPlane)
    (haz : ∀ x : ℝ, a * ((x : ℂ) - z) ∈ slitPlane)
    (hbw : ∀ x : ℝ, b * ((x : ℂ) - w) ∈ slitPlane) :
    ∫ x : ℝ, 1 / (((x : ℂ) - z) * ((x : ℂ) - w)) =
      ((Complex.log a - Complex.log b) - (Complex.log (-a) - Complex.log (-b))) / (z - w) := by
  have der : ∀ (c v : ℂ) (x : ℝ), c * ((x : ℂ) - v) ∈ slitPlane →
      HasDerivAt (fun y : ℝ => Complex.log (c * ((y : ℂ) - v))) (1 / ((x : ℂ) - v)) x := by
    intro c v x hx
    have h1 : HasDerivAt (fun y : ℝ => c * ((y : ℂ) - v)) c x :=
      (((hasDerivAt_id' x).ofReal_comp.sub_const v).const_mul c).congr_deriv (by simp)
    have hne := slitPlane_ne_zero hx
    refine (h1.clog_real hx).congr_deriv ?_
    rw [div_eq_div_iff hne (right_ne_zero_of_mul hne)]
    ring
  have hd : ∀ x : ℝ, HasDerivAt (fun y : ℝ => (Complex.log (a * ((y : ℂ) - z))
      - Complex.log (b * ((y : ℂ) - w))) / (z - w))
      (1 / (((x : ℂ) - z) * ((x : ℂ) - w))) x := by
    intro x
    have h1 := real_sub_ne_zero hz x
    have h2 := real_sub_ne_zero hw x
    refine (((der a z x (haz x)).sub (der b w x (hbw x))).div_const (z - w)).congr_deriv ?_
    rw [div_sub_div _ _ h1 h2, div_div, div_eq_div_iff
      (mul_ne_zero (mul_ne_zero h1 h2) (sub_ne_zero.mpr hzw)) (mul_ne_zero h1 h2)]
    ring
  obtain ⟨ta, ba⟩ := log_asymptotics ha ha' hz
  obtain ⟨tb, bb⟩ := log_asymptotics hb hb' hw
  -- the divergent `log |x|` cancels between the two poles
  rw [integral_of_hasDerivAt_of_tendsto hd (integrable_two_poles hz hw)
    (((ba.sub bb).div_const (z - w)).congr fun x => by ring)
    (((ta.sub tb).div_const (z - w)).congr fun x => by ring), ← sub_div]
```

For $z\ne w$, partial fractions give
$$\frac{1}{(x-z)(x-w)}=\frac{1}{z-w}\left(\frac1{x-z}-\frac1{x-w}\right),$$
with antiderivative
$$\frac{\log(a(x-z))-\log(b(x-w))}{z-w}.$$
The divergent $\log|x|$ cancels in the difference, leaving the stated boundary values.

The proof turns on `integral_of_hasDerivAt_of_tendsto`, the fundamental theorem of calculus on the whole line. It needs a derivative at every real point, an integrable derivative and a limit at each end. The constants $a,b$ secure the first: they keep both arguments in `slitPlane`, the complex plane without zero and the negative real axis, where the logarithm is differentiable. No contour is closed.

```lean
/-- Two poles strictly on the same side of the real axis, coinciding or not, give a
vanishing integral. -/
theorem integral_same_side {z w : ℂ} (h : 0 < z.im * w.im) :
    ∫ x : ℝ, 1 / (((x : ℂ) - z) * ((x : ℂ) - w)) = 0 := by
  have hz : z.im ≠ 0 := left_ne_zero_of_mul h.ne'
  have hw : w.im ≠ 0 := right_ne_zero_of_mul h.ne'
  have hI : I ∈ slitPlane := by simp [Complex.mem_slitPlane_iff]
  have hI' : -I ∈ slitPlane := by simp [Complex.mem_slitPlane_iff]
  by_cases hzw : z = w
  · -- double pole: the antiderivative is `-1 / (x - z)`
    subst hzw
    have lim : ∀ l : Filter ℝ, Tendsto (fun x : ℝ => |x - z.re|) l atTop →
        Tendsto (fun x : ℝ => -1 / ((x : ℂ) - z)) l (𝓝 0) := by
      intro l hl
      have h1 : Tendsto (fun x : ℝ => ‖(x : ℂ) - z‖) l atTop :=
        tendsto_atTop_mono (fun x => by
          simpa using Complex.abs_re_le_norm ((x : ℂ) - z)) hl
      rw [tendsto_zero_iff_norm_tendsto_zero]
      exact (tendsto_inv_atTop_zero.comp h1).congr fun x => by simp
    have hd : ∀ x : ℝ, HasDerivAt (fun y : ℝ => -1 / ((y : ℂ) - z))
        (1 / (((x : ℂ) - z) * ((x : ℂ) - z))) x := by
      intro x
      refine ((hasDerivAt_const x (-1 : ℂ)).fun_div
        ((hasDerivAt_id' x).ofReal_comp.sub_const z) (real_sub_ne_zero hz x)).congr_deriv ?_
      simp only [Complex.ofReal_one, zero_mul, mul_one, zero_sub, neg_neg, sq]
    rw [integral_of_hasDerivAt_of_tendsto hd (integrable_two_poles hz hz)
      (lim atBot ((tendsto_abs_atBot_atTop.comp (tendsto_atBot_add_const_right atBot
        (-z.re) tendsto_id)).congr fun x => by simp [sub_eq_add_neg]))
      (lim atTop ((tendsto_abs_atTop_atTop.comp (tendsto_atTop_add_const_right atTop
        (-z.re) tendsto_id)).congr fun x => by simp [sub_eq_add_neg])), sub_zero]
  · rcases pos_and_pos_or_neg_and_neg_of_mul_pos h with ⟨h1, h2⟩ | ⟨h1, h2⟩
    · rw [integral_eq_logs hzw hz hw hI hI' hI hI'
        (fun x => Complex.mem_slitPlane_iff.mpr (Or.inl (by simpa using h1)))
        (fun x => Complex.mem_slitPlane_iff.mpr (Or.inl (by simpa using h2)))]
      simp
    · have hn : - -I ∈ slitPlane := by rw [neg_neg]; exact hI
      rw [integral_eq_logs hzw hz hw hI' hn hI' hn
        (fun x => Complex.mem_slitPlane_iff.mpr (Or.inl (by simpa using h1)))
        (fun x => Complex.mem_slitPlane_iff.mpr (Or.inl (by simpa using h2)))]
      simp
```

If both poles lie above the axis, take $a=b=i$, since $\operatorname{Re}[i(x-z)]=\operatorname{Im}z>0$. If both lie below, take $a=b=-i$. The boundary terms cancel and the integral is zero. For $z=w$ the antiderivative is $-1/(x-z)$, which vanishes at both ends.

```lean
/-- For `z` and `w` in the upper half-plane, the poles `z` and `conj w` give the integral
`2πi / (z - conj w)`. -/
theorem integral_opposite_sides {z w : ℂ} (hz : 0 < z.im) (hw : 0 < w.im) :
    ∫ x : ℝ, 1 / (((x : ℂ) - z) * ((x : ℂ) - conj w)) =
      2 * Real.pi * I / (z - conj w) := by
  have hI : I ∈ slitPlane := by simp [Complex.mem_slitPlane_iff]
  have hI' : -I ∈ slitPlane := by simp [Complex.mem_slitPlane_iff]
  have hne : z ≠ conj w := by
    intro h
    have h1 := congrArg Complex.im h
    rw [Complex.conj_im] at h1
    linarith
  have hw' : (conj w).im ≠ 0 := by
    rw [Complex.conj_im]
    exact neg_ne_zero.mpr hw.ne'
  rw [integral_eq_logs hne hz.ne' hw' hI hI' hI' (by rw [neg_neg]; exact hI)
    (fun x => Complex.mem_slitPlane_iff.mpr (Or.inl (by simpa using hz)))
    (fun x => Complex.mem_slitPlane_iff.mpr (Or.inl (by simpa using hw))),
    neg_neg, Complex.log_I, Complex.log_neg_I]
  ring
```

Now $z$ lies above the axis and $\bar w$ below, so $a=i$ and $b=-i$. With $\log(\pm i)=\pm i\pi/2$, the boundary terms are $i\pi-(-i\pi)=2\pi i$, and the integral is $2\pi i/(z-\bar w)$.

## From poles to pair states

```lean
/-- The product of the two electron propagators, at energies `E/2 + ε` and `E/2 - ε`,
written through its two poles in the relative energy `ε`. -/
theorem propagator_product (η e f E ε : ℝ) :
    propagator η e (E / 2 + ε) * propagator η f (E / 2 - ε) =
      -(1 / (((ε : ℂ) - firstPole η e E) * ((ε : ℂ) - secondPole η f E))) := by
  have h1 : ((E / 2 + ε : ℝ) : ℂ) - e * (1 - I * η) = (ε : ℂ) - firstPole η e E := by
    unfold firstPole
    push_cast
    ring
  have h2 : ((E / 2 - ε : ℝ) : ℂ) - f * (1 - I * η) = -((ε : ℂ) - secondPole η f E) := by
    unfold secondPole
    push_cast
    ring
  unfold propagator
  rw [h1, h2]
  simp only [one_div, inv_neg, mul_neg, mul_inv]
```

The second denominator is $-(\varepsilon-q)$, so
$$S_e(E/2+\varepsilon)\,S_f(E/2-\varepsilon)=-\frac{1}{(\varepsilon-p)(\varepsilon-q)}.$$

```lean
/-- Relative-energy integration for `η > 0` and nonzero Dirac energies: mixed-sign pairs give zero,
and pairs of equal sign give `-2πi` times `pairSign`, divided by an energy denominator. -/
theorem pair_integral {η e f : ℝ} (E : ℝ) (hη : 0 < η) (he : e ≠ 0) (hf : f ≠ 0) :
    ∫ ε : ℝ, propagator η e (E / 2 + ε) * propagator η f (E / 2 - ε) =
      -(2 * Real.pi * I) * pairSign e f / ((E : ℂ) - (e + f) * (1 - I * η)) := by
  have hp : (firstPole η e E).im = -(e * η) := by simp [firstPole]
  have hq : (secondPole η f E).im = f * η := by simp [secondPole]
  have hD : secondPole η f E - firstPole η e E = (E : ℂ) - (e + f) * (1 - I * η) := by
    unfold firstPole secondPole
    ring
  simp_rw [propagator_product]
  rw [integral_neg]
  rcases lt_or_gt_of_ne he with he | he <;> rcases lt_or_gt_of_ne hf with hf | hf
  · -- both negative
    have hs : pairSign e f = -1 := by simp [pairSign, he, hf, not_lt_of_ge he.le]
    have h := integral_opposite_sides (z := firstPole η e E) (w := conj (secondPole η f E))
      (by rw [hp]; nlinarith) (by rw [Complex.conj_im, hq]; nlinarith)
    rw [Complex.conj_conj] at h
    rw [h, hs, ← neg_sub (secondPole η f E), hD, div_neg]
    ring
  · have hs : pairSign e f = 0 := by
      simp [pairSign, not_lt_of_ge he.le, not_lt_of_ge hf.le]
    rw [integral_same_side (by
      rw [hp, hq]; exact mul_pos (by nlinarith) (mul_pos hf hη)), hs]
    simp
  · have hs : pairSign e f = 0 := by
      simp [pairSign, not_lt_of_ge he.le, not_lt_of_ge hf.le]
    rw [integral_same_side (by
      rw [hp, hq]; exact mul_pos_of_neg_of_neg (by nlinarith) (by nlinarith)), hs]
    simp
  · -- both positive
    have hs : pairSign e f = 1 := by simp [pairSign, he, hf]
    have h := integral_opposite_sides (z := secondPole η f E) (w := conj (firstPole η e E))
      (by rw [hq]; exact mul_pos hf hη) (by rw [Complex.conj_im, hp]; nlinarith)
    rw [Complex.conj_conj] at h
    simp_rw [mul_comm ((_ : ℂ) - secondPole η f E)] at h
    rw [h, hs, hD]
    ring
```

Since $q-p=E-(e+f)(1-i\eta)$, the four sign cases combine into
$$\int S_e\,S_f\,d\varepsilon=\frac{-2\pi i\,s(e,f)}{E-(e+f)(1-i\eta)}.$$
For two positive energies $q$ is the upper pole; for two negative energies it is $p$, which reverses the sign. Mixed signs give zero already at finite $\eta$. Zero Dirac energies are excluded because their poles would lie on the real axis.

```lean
/-- Salpeter reduction for finitely many pair states with nonzero Dirac energies and arbitrary
coefficients: as `η → 0⁺`, the relative-energy integral tends to `-2πi` times the sum of the
coefficients, each weighted by `pairSign` and divided by its energy denominator, provided `E` is not
the energy of a same-sign pair. -/
theorem salpeter_reduction {ι κ : Type*} [Fintype ι] [Fintype κ] (e : ι → ℝ) (f : κ → ℝ)
    (a : ι → κ → ℂ) (E : ℝ) (he : ∀ m, e m ≠ 0) (hf : ∀ n, f n ≠ 0)
    (hE : ∀ m n, 0 < e m * f n → E ≠ e m + f n) :
    Tendsto (fun η : ℝ => ∫ ε : ℝ, ∑ m, ∑ n,
        a m n * (propagator η (e m) (E / 2 + ε) * propagator η (f n) (E / 2 - ε)))
      (𝓝[>] 0)
      (𝓝 (∑ m, ∑ n, a m n *
        (-(2 * Real.pi * I) * pairSign (e m) (f n) / ((E : ℂ) - (e m + f n))))) := by
  have h : Tendsto (fun η : ℝ => ∑ m, ∑ n, a m n * (-(2 * Real.pi * I) *
      pairSign (e m) (f n) / ((E : ℂ) - (e m + f n) * (1 - I * η)))) (𝓝[>] 0)
      (𝓝 (∑ m, ∑ n, a m n *
        (-(2 * Real.pi * I) * pairSign (e m) (f n) / ((E : ℂ) - (e m + f n))))) := by
    refine tendsto_finsetSum _ fun m _ => tendsto_finsetSum _ fun n _ => ?_
    by_cases hs : 0 < e m * f n
    · have hc : Continuous (fun η : ℝ => (E : ℂ) - (e m + f n) * (1 - I * η)) := by fun_prop
      have hD := (hc.tendsto' 0 ((E : ℂ) - (e m + f n)) (by simp)).mono_left
        (nhdsWithin_le_nhds (s := Set.Ioi 0))
      have hne : (E : ℂ) - (e m + f n) ≠ 0 := by
        rw [sub_ne_zero]
        exact_mod_cast hE m n hs
      exact (tendsto_const_nhds.div hD hne).const_mul _
    · have h0 : pairSign (e m) (f n) = 0 := by
        unfold pairSign
        rw [if_neg (fun h => hs (mul_pos h.1 h.2)),
          if_neg (fun h => hs (mul_pos_of_neg_of_neg h.1 h.2))]
      simp [h0]
  refine h.congr' ?_
  filter_upwards [self_mem_nhdsWithin] with η hη
  have hη' : 0 < η := hη
  -- integrate the finite sum term by term
  have hint : ∀ m n, Integrable (fun ε : ℝ => a m n *
      (propagator η (e m) (E / 2 + ε) * propagator η (f n) (E / 2 - ε))) := by
    intro m n
    have hp : (firstPole η (e m) E).im ≠ 0 := by
      simp [firstPole, he m, hη'.ne']
    have hq : (secondPole η (f n) E).im ≠ 0 := by
      simp [secondPole, hf n, hη'.ne']
    simp_rw [propagator_product]
    exact (integrable_two_poles hp hq).neg.const_mul _
  symm
  rw [MeasureTheory.integral_finsetSum _ (fun m _ => MeasureTheory.integrable_finsetSum _ fun n _ => hint m n)]
  refine Finset.sum_congr rfl fun m _ => ?_
  rw [MeasureTheory.integral_finsetSum _ (fun n _ => hint m n)]
  refine Finset.sum_congr rfl fun n _ => ?_
  rw [integral_const_mul, pair_integral E hη' (he m) (hf n)]

end

end SalpeterReduction
```

The finite index types `ι` and `κ` label the two electrons' states, and `a m n` is an arbitrary coefficient $a_{mn}$. Integrability allows the sum to be integrated term by term; then $\eta\to0^+$, written `𝓝[>] 0`, gives
$$\sum_{m,n}a_{mn}\,\frac{-2\pi i\,s(e_m,f_n)}{E-e_m-f_n}.$$
Hypothesis `hE` keeps $E$ away from same-sign pair energies, where the denominator would vanish. A mixed pair may have $E=e_m+f_n$: Lean reads its $0/0$ as $0$, matching its zero integral.

Infinite sums, continuum states and retarded interactions, whose coefficients depend on $\varepsilon$, are not covered. Nor is this the no-pair approximation, which also discards the doubly negative pairs that survive here.

## The weight in a program

In a finite-basis code, $a_{mn}$ can be the pair component of the instantaneous interaction acting on the equal-time amplitude. For a given $E$, a loop over pairs sets the mixed-sign terms to zero; for the others it multiplies $a_{mn}$ by $s(e_m,f_n)$ and divides by $E-e_m-f_n$, with no grid in $\varepsilon$. Mixed pairs should be skipped before the division, because in floating-point arithmetic $0/0$ is not zero. The common factor $-2\pi i$ is applied once, together with whatever constant stands in front of the integral in the equation being solved. The signs must be taken from energies that include the rest energy $mc^2$; with it subtracted, an ordinary bound electron would be counted as a negative-energy state.

```lean
#print axioms SalpeterReduction.pair_integral
-- 'SalpeterReduction.pair_integral' depends on axioms: [propext, Classical.choice, Quot.sound]
#print axioms SalpeterReduction.salpeter_reduction
-- 'SalpeterReduction.salpeter_reduction' depends on axioms: [propext, Classical.choice, Quot.sound]
```
